# Signed removal on occupation sets gives the anticommutators and charges of finitely many Dirac modes

**Q:** Take one electron mode, 0, and one positron mode, 1, both filled. Remove 0, then 1: the result is \(+\emptyset\). Remove 1 first, while 0 is still filled, and a minus sign gives \(-\emptyset\). The two orders cancel. Counting electrons minus positrons, the four states have charges \(0,1,-1,0\). But a Dirac field must change charge by a definite amount. Can bookkeeping with sets deliver that?

**A:** Yes, for \(n\) modes, numbered from 0, of which the first \(k\) are particle modes. A basis state is the set \(S\) of occupied modes, and operators are matrices over these \(2^n\) sets.

In Lean 4 with Mathlib:

```lean
import Mathlib

open Matrix

namespace DiracFieldModes

noncomputable section

variable {n : ℕ}

/-- Operators on the Fock space of `n` fermionic modes, as matrices between occupation sets. -/
abbrev Op (n : ℕ) := Matrix (Finset (Fin n)) (Finset (Fin n)) ℂ
```

**A:** Let \(s_j(S)=(-1)^{|\{l\in S:\,l<j\}|}\). Then \(a_jS=s_j(S)\,(S\setminus\{j\})\) if \(j\in S\), and 0 otherwise. In `annihilate`, the row `T` is the final state and the column `S` the initial one.

```lean
/-- The sign `(-1)^(number of occupied modes below j)`. -/
def modeSign (j : Fin n) (S : Finset (Fin n)) : ℂ := (-1) ^ (S.filter (· < j)).card

/-- The annihilator of mode `j`: it sends an occupation set `S` containing `j` to `S` without `j`,
times the sign of the modes below `j`, and every other `S` to zero. -/
def annihilate (j : Fin n) : Op n :=
  Matrix.of fun T S => if j ∈ S ∧ T = S.erase j then modeSign j S else 0
```

**Q:** Is the charge put in by hand as a diagonal matrix?

**A:** No. It is \(\hat Q=\sum_j q_j\,a_j^\dagger a_j\), with \(q_j=+1\) for \(j<k\) and \(-1\) otherwise; `ᴴ` is the adjoint. This order of operators gives the vacuum charge zero, which is the normal-ordering convention. The unit is the particle's charge, so an electron counts \(+1\). `netCharge` is the separate count that \(\hat Q\) will be compared with.

```lean
/-- The charge carried by one quantum of mode `j`: `+1` for the first `k` modes, `-1` for the
others. -/
def modeCharge (k : ℕ) (j : Fin n) : ℂ := if j.val < k then 1 else -1

/-- The charge operator: the number operators of all modes, weighted by the mode charges. -/
def charge (n k : ℕ) : Op n :=
  ∑ j : Fin n, modeCharge k j • ((annihilate j)ᴴ * annihilate j)

/-- The number of occupied modes among the first `k`, minus the number of other occupied modes. -/
def netCharge (k : ℕ) (S : Finset (Fin n)) : ℤ :=
  (S.filter (fun j => j.val < k)).card - (S.filter (fun j => ¬ j.val < k)).card
```

**Q:** And the field?

**A:** A component is \(\Psi=\sum_{j<k}u_ja_j+\sum_{j\ge k}u_ja_j^\dagger\). Textbooks write \(b\) for the particle annihilators and \(d\) for the antiparticle ones; here both are \(a_j\). The amplitudes \(u_j\) are arbitrary complex numbers, including those that textbooks call \(v\).

```lean
/-- A component of the Dirac field with mode amplitudes `u`: it annihilates particles (the first
`k` modes) and creates antiparticles (the others). -/
def diracField (k : ℕ) (u : Fin n → ℂ) : Op n :=
  ∑ j : Fin n, u j • (if j.val < k then annihilate j else (annihilate j)ᴴ)
```

**Q:** Show me that the signs work for every pair of modes.

**A:** Inserting or removing mode \(i\) flips \(s_j\) exactly when \(i<j\), and \(s_j^2=1\).

```lean
/-- Filling an empty mode `i` flips the sign of mode `j` exactly when `i` lies below `j`. -/
theorem modeSign_insert {i : Fin n} {S : Finset (Fin n)} (h : i ∉ S) (j : Fin n) :
    modeSign j (insert i S) = if i < j then -modeSign j S else modeSign j S := by
  unfold modeSign
  by_cases hij : i < j
  · rw [Finset.filter_insert, if_pos hij, if_pos hij,
      Finset.card_insert_of_notMem (by simp [h]), pow_succ]
    ring
  · rw [Finset.filter_insert, if_neg hij, if_neg hij]

private theorem modeSign_erase {i : Fin n} {S : Finset (Fin n)} (h : i ∈ S) (j : Fin n) :
    modeSign j (S.erase i) = if i < j then -modeSign j S else modeSign j S := by
  have e := modeSign_insert (Finset.notMem_erase i S) j
  rw [Finset.insert_erase h] at e
  split_ifs at e ⊢
  · linear_combination e
  · exact e.symm

private theorem modeSign_sq (j : Fin n) (S : Finset (Fin n)) :
    modeSign j S * modeSign j S = 1 := by
  unfold modeSign
  rw [← mul_pow]
  simp
```

**A:** Multiplication on the left then acts row by row, for any matrix \(M\):
\[
(a_jM)_{TU}=s_j(T)\,M_{T\cup\{j\},U}\ \ (j\notin T),\qquad
(a_j^\dagger M)_{TU}=s_j(T)\,M_{T\setminus\{j\},U}\ \ (j\in T),
\]
and both entries are zero otherwise.

```lean
private theorem annihilate_mul_apply (j : Fin n) (M : Op n) (T U : Finset (Fin n)) :
    (annihilate j * M) T U = if j ∈ T then 0 else modeSign j T * M (insert j T) U := by
  rw [Matrix.mul_apply]
  split_ifs with h
  · refine Finset.sum_eq_zero fun S _ => ?_
    have hS : ¬ (j ∈ S ∧ T = S.erase j) := by
      rintro ⟨_, rfl⟩
      exact Finset.notMem_erase j S h
    rw [annihilate, Matrix.of_apply, if_neg hS, zero_mul]
  · rw [Finset.sum_eq_single (insert j T)]
    · rw [annihilate, Matrix.of_apply,
        if_pos ⟨Finset.mem_insert_self j T, (Finset.erase_insert h).symm⟩,
        modeSign_insert h, if_neg (lt_irrefl j)]
    · intro S _ hne
      have hS : ¬ (j ∈ S ∧ T = S.erase j) := by
        rintro ⟨hj, rfl⟩
        exact hne (Finset.insert_erase hj).symm
      rw [annihilate, Matrix.of_apply, if_neg hS, zero_mul]
    · intro hu
      exact absurd (Finset.mem_univ _) hu

private theorem create_mul_apply (j : Fin n) (M : Op n) (T U : Finset (Fin n)) :
    ((annihilate j)ᴴ * M) T U = if j ∈ T then modeSign j T * M (T.erase j) U else 0 := by
  rw [Matrix.mul_apply]
  by_cases h : j ∈ T <;>
    simp [annihilate, Matrix.conjTranspose_apply, h, apply_ite, ite_mul, modeSign]
```

**A:** For \(\{a_i,a_j\}\) with \(i\ne j\), only rows \(T\) containing neither mode survive. The two orders carry \(s_i(T)s_j(T\cup\{i\})\) and \(s_j(T)s_i(T\cup\{j\})\). Exactly one of \(i<j\), \(j<i\) holds, so exactly one is flipped and they cancel. For \(i=j\) both products vanish. The proof makes these case splits with `by_cases` and `lt_or_gt_of_ne`.

```lean
/-- Two annihilators anticommute. -/
theorem annihilate_anticomm (i j : Fin n) :
    annihilate i * annihilate j + annihilate j * annihilate i = 0 := by
  have h : annihilate i * (annihilate j * 1) + annihilate j * (annihilate i * 1) = 0 := by
    ext T U
    rw [Matrix.add_apply]
    simp only [annihilate_mul_apply, Matrix.zero_apply]
    rcases eq_or_ne i j with rfl | hne
    · simp
    by_cases hi : i ∈ T
    · simp [hi]
    by_cases hj : j ∈ T
    · simp [hj]
    have h1 : j ∉ insert i T := by simp [hj, hne.symm]
    have h2 : i ∉ insert j T := by simp [hi, hne]
    simp only [if_neg hi, if_neg hj, if_neg h1, if_neg h2, modeSign_insert hi,
      modeSign_insert hj]
    have e : (1 : Op n) (insert j (insert i T)) U = (1 : Op n) (insert i (insert j T)) U :=
      congrArg (fun X => (1 : Op n) X U) (Finset.insert_comm j i T)
    rw [e]
    -- exactly one of the two orders picks up a minus sign
    rcases lt_or_gt_of_ne hne with h | h <;> simp only [if_pos h, if_neg (lt_asymm h)] <;> ring
  simpa only [mul_one] using h
```

**A:** For \(\{a_i,a_j^\dagger\}\) with \(i\neq j\), the surviving rows have \(i\notin T\), \(j\in T\), with signs \(s_i(T)s_j(T\cup\{i\})\) and \(s_j(T)s_i(T\setminus\{j\})\), again opposite. For \(i=j\), \(a_ia_i^\dagger\) gives \(s_i^2=1\) on rows without \(i\), and \(a_i^\dagger a_i\) gives 1 on rows with \(i\). The sum is the identity.

```lean
/-- An annihilator and a creator anticommute to one for the same mode and to zero otherwise. -/
theorem annihilate_create_anticomm (i j : Fin n) :
    annihilate i * (annihilate j)ᴴ + (annihilate j)ᴴ * annihilate i = if i = j then 1 else 0 := by
  have h : annihilate i * ((annihilate j)ᴴ * 1) + (annihilate j)ᴴ * (annihilate i * 1)
      = if i = j then 1 else 0 := by
    ext T U
    rw [Matrix.add_apply]
    simp only [annihilate_mul_apply, create_mul_apply]
    rcases eq_or_ne i j with rfl | hne
    · rw [if_pos (rfl : i = i)]
      by_cases hi : i ∈ T
      · simp only [if_pos hi, if_neg (Finset.notMem_erase i T), modeSign_erase hi,
          if_neg (lt_irrefl i)]
        have e : (1 : Op n) (insert i (T.erase i)) U = (1 : Op n) T U :=
          congrArg (fun X => (1 : Op n) X U) (Finset.insert_erase hi)
        rw [e]
        linear_combination (1 : Op n) T U * modeSign_sq i T
      · simp only [if_neg hi, if_pos (Finset.mem_insert_self i T), modeSign_insert hi,
          if_neg (lt_irrefl i)]
        have e : (1 : Op n) ((insert i T).erase i) U = (1 : Op n) T U :=
          congrArg (fun X => (1 : Op n) X U) (Finset.erase_insert hi)
        rw [e]
        linear_combination (1 : Op n) T U * modeSign_sq i T
    rw [if_neg hne, Matrix.zero_apply]
    by_cases hi : i ∈ T
    · simp [hi, hne]
    by_cases hj : j ∈ T
    · have h1 : j ∈ insert i T := Finset.mem_insert_of_mem hj
      have h2 : i ∉ T.erase j := fun h => hi (Finset.mem_of_mem_erase h)
      simp only [if_neg hi, if_pos hj, if_pos h1, if_neg h2, modeSign_insert hi,
        modeSign_erase hj]
      have e : (1 : Op n) ((insert i T).erase j) U = (1 : Op n) (insert i (T.erase j)) U :=
        congrArg (fun X => (1 : Op n) X U) (Finset.erase_insert_of_ne hne)
      rw [e]
      rcases lt_or_gt_of_ne hne with h | h <;> simp only [if_pos h, if_neg (lt_asymm h)] <;> ring
    · simp [hj, hne.symm]
  simpa only [mul_one] using h
```

**Q:** So \(a_j^\dagger a_j\) is the occupation number?

**A:** Yes, and summing with weights \(q_j\) makes \(\hat Q\) diagonal, with entry particles minus antiparticles.

```lean
private theorem number_eq (j : Fin n) :
    (annihilate j)ᴴ * annihilate j = diagonal (fun S => if j ∈ S then (1 : ℂ) else 0) := by
  have h : (annihilate j)ᴴ * (annihilate j * 1)
      = diagonal (fun S => if j ∈ S then (1 : ℂ) else 0) := by
    ext T U
    have hd : diagonal (fun S => if j ∈ S then (1 : ℂ) else 0) T U
        = (if j ∈ T then 1 else 0) * (1 : Op n) T U := by
      simp [Matrix.diagonal_apply, Matrix.one_apply]
    rw [hd]
    simp only [annihilate_mul_apply, create_mul_apply]
    by_cases hj : j ∈ T
    · simp only [if_pos hj, if_neg (Finset.notMem_erase j T), modeSign_erase hj,
        if_neg (lt_irrefl j)]
      have e : (1 : Op n) (insert j (T.erase j)) U = (1 : Op n) T U :=
        congrArg (fun X => (1 : Op n) X U) (Finset.insert_erase hj)
      rw [e]
      linear_combination (1 : Op n) T U * modeSign_sq j T
    · simp only [if_neg hj, zero_mul]
  simpa only [mul_one] using h

/-- The charge operator is diagonal in the occupation basis, with the net charge as its entry. -/
theorem charge_eq_diagonal (k : ℕ) :
    charge n k = diagonal (fun S => (netCharge k S : ℂ)) := by
  ext T U
  simp only [charge, number_eq, Matrix.sum_apply, Matrix.smul_apply, smul_eq_mul]
  by_cases hTU : T = U
  · subst hTU
    simp only [Matrix.diagonal_apply_eq, mul_ite, mul_one, mul_zero]
    rw [Finset.sum_ite_mem, Finset.univ_inter]
    simp only [modeCharge]
    rw [Finset.sum_ite]
    simp [netCharge, sub_eq_add_neg]
  · simp [Matrix.diagonal_apply_ne _ hTU]
```

**Q:** Does every integer in the range occur?

**A:** If \(\hat Q\psi=\mu\psi\) and \(\psi_S\ne0\), then \(\mu\) is the net charge of \(S\). At most \(k\) particles and \(n-k\) antiparticles fit, so \(k-n\le\mu\le k\). Conversely, to reach \(k-t\) with \(0\le t\le n\), fill all particle modes and toggle the first \(t\) modes. Each toggle removes a particle or adds an antiparticle, lowering the charge by one. `card_modes` does the counting. In `charge_spectrum`, `ψ` is a state vector, not the field, and `hk` says that the particle modes are among the \(n\) modes.

```lean
private theorem card_modes (p q : ℕ) (hq : q ≤ n) :
    (Finset.univ.filter (fun j : Fin n => p ≤ j.val ∧ j.val < q)).card = q - p := by
  rw [← Nat.card_Ico p q, ← Finset.card_map Fin.valEmbedding]
  congr 1
  ext x
  simp only [Finset.mem_map, Finset.mem_filter, Finset.mem_univ, true_and, Finset.mem_Ico,
    Fin.valEmbedding_apply]
  constructor
  · rintro ⟨j, hj, rfl⟩
    exact hj
  · intro hx
    exact ⟨⟨x, hx.2.trans_le hq⟩, hx, rfl⟩

/-- With `k` particle modes among `n` modes in all, the eigenvalues of the charge are exactly the
integers from `k - n` to `k`. -/
theorem charge_spectrum {k : ℕ} (hk : k ≤ n) (μ : ℂ) :
    (∃ ψ : Finset (Fin n) → ℂ, ψ ≠ 0 ∧ charge n k *ᵥ ψ = μ • ψ) ↔
      ∃ m : ℤ, (k : ℤ) - n ≤ m ∧ m ≤ k ∧ μ = m := by
  constructor
  · rintro ⟨ψ, hψ, h⟩
    obtain ⟨S, hS⟩ := Function.ne_iff.mp hψ
    have e := congrFun h S
    rw [charge_eq_diagonal, Matrix.mulVec_diagonal, Pi.smul_apply, smul_eq_mul] at e
    have h1 : (S.filter (fun j => j.val < k)).card ≤ k - 0 := by
      rw [← card_modes 0 k hk]
      exact Finset.card_le_card fun j hj => by simpa using (Finset.mem_filter.mp hj).2
    have h2 : (S.filter (fun j => ¬ j.val < k)).card ≤ n - k := by
      rw [← card_modes k n le_rfl]
      exact Finset.card_le_card fun j hj => by simpa using (Finset.mem_filter.mp hj).2
    refine ⟨netCharge k S, ?_, ?_, (mul_right_cancel₀ hS e).symm⟩ <;> unfold netCharge <;> omega
  · rintro ⟨m, h1, h2, rfl⟩
    -- fill all particle modes, then toggle the first t modes
    obtain ⟨t, ht⟩ := Int.eq_ofNat_of_zero_le (sub_nonneg.mpr h2)
    have htn : t ≤ n := by omega
    let S : Finset (Fin n) := Finset.univ.filter
      (fun j => (t ≤ j.val ∧ j.val < k) ∨ (k ≤ j.val ∧ j.val < t))
    have e1 : S.filter (fun j => j.val < k)
        = Finset.univ.filter (fun j : Fin n => t ≤ j.val ∧ j.val < k) := by
      ext j
      simp only [S, Finset.mem_filter, Finset.mem_univ, true_and]
      omega
    have e2 : S.filter (fun j => ¬ j.val < k)
        = Finset.univ.filter (fun j : Fin n => k ≤ j.val ∧ j.val < t) := by
      ext j
      simp only [S, Finset.mem_filter, Finset.mem_univ, true_and]
      omega
    have hS : netCharge k S = m := by
      rw [netCharge, e1, e2, card_modes t k hk, card_modes k t htn]
      omega
    refine ⟨Pi.single S 1, by simp, ?_⟩
    ext T
    rw [charge_eq_diagonal, Matrix.mulVec_diagonal, Pi.smul_apply, smul_eq_mul]
    by_cases hT : T = S
    · rw [hT, hS]
    · simp [Pi.single_eq_of_ne hT]
```

**Q:** Now my original doubt: the field's charge.

**A:** Expanding the products gives
\[
[a_i^\dagger a_i,a_j]=a_i^\dagger\{a_i,a_j\}-\{a_j,a_i^\dagger\}a_i=-\delta_{ij}a_i ,
\]
where `noncomm_ring` checks the first equality and the anticommutators proved above give the second. Weighting by \(q_i\) and summing, \([\hat Q,a_j]=-q_ja_j\).

```lean
/-- Annihilating a quantum of mode `j` removes the charge of that mode. -/
theorem charge_comm_annihilate (k : ℕ) (j : Fin n) :
    charge n k * annihilate j - annihilate j * charge n k = -(modeCharge k j • annihilate j) := by
  have hN : ∀ i : Fin n, (annihilate i)ᴴ * annihilate i * annihilate j
      - annihilate j * ((annihilate i)ᴴ * annihilate i)
      = -((if j = i then 1 else 0) * annihilate i) := by
    intro i
    rw [← annihilate_create_anticomm j i, ← sub_eq_zero]
    calc _ = (annihilate i)ᴴ * (annihilate i * annihilate j + annihilate j * annihilate i) := by
          noncomm_ring
      _ = 0 := by rw [annihilate_anticomm, mul_zero]
  unfold charge
  rw [Finset.sum_mul, Finset.mul_sum, ← Finset.sum_sub_distrib]
  simp only [smul_mul_assoc, mul_smul_comm, ← smul_sub, hN]
  simp [ite_mul, smul_ite]
```

**A:** Since \(\hat Q^\dagger=\hat Q\), the adjoint relation is \([\hat Q,a_j^\dagger]=q_ja_j^\dagger\). Particle annihilators have \(q_j=1\) and antiparticle creators \(q_j=-1\), so every term of \(\Psi\) gets the factor \(-1\), and \([\hat Q,\Psi]=-\Psi\).

```lean
/-- The Dirac field lowers the charge by one unit: charge times field, minus field times charge, is
minus the field. -/
theorem charge_comm_diracField (k : ℕ) (u : Fin n → ℂ) :
    charge n k * diracField k u - diracField k u * charge n k = -diracField k u := by
  have hQ : (charge n k)ᴴ = charge n k := by
    rw [charge_eq_diagonal, Matrix.diagonal_conjTranspose]
    congr 1
    ext S
    simp
  unfold diracField
  rw [Finset.mul_sum, Finset.sum_mul, ← Finset.sum_sub_distrib, ← Finset.sum_neg_distrib]
  refine Finset.sum_congr rfl fun j _ => ?_
  rw [mul_smul_comm, smul_mul_assoc, ← smul_sub, ← smul_neg]
  congr 1
  split_ifs with hj
  · rw [charge_comm_annihilate, modeCharge, if_pos hj, one_smul]
  · -- the adjoint of the relation for the annihilator
    have h := congrArg conjTranspose (charge_comm_annihilate k j)
    rw [modeCharge, if_neg hj, neg_smul, one_smul, neg_neg, Matrix.conjTranspose_sub,
      Matrix.conjTranspose_mul, Matrix.conjTranspose_mul, hQ] at h
    rw [← neg_sub, h]

end

end DiracFieldModes
```

```lean
#print axioms DiracFieldModes.charge_spectrum
#print axioms DiracFieldModes.charge_comm_diracField
```

```
'DiracFieldModes.charge_spectrum' depends on axioms: [propext, Classical.choice, Quot.sound]
'DiracFieldModes.charge_comm_diracField' depends on axioms: [propext, Classical.choice, Quot.sound]
```

**Q:** What separates this from the field in QED?

**A:** In QED the amplitudes come from spinor solutions of the Dirac equation, over infinitely many momenta, and the field is coupled to the photon field. None of that is modelled here. Within the finite model, \([\hat Q,\Psi]=-\Psi\) and its adjoint already show that \(\Psi^\dagger\Psi\) commutes with \(\hat Q\), so such a term conserves charge. The same sign rule underlies the Jordan–Wigner encoding of fermions on qubits.
